# A perturbation odd under a unitary symmetry of a finite-dimensional quantum system leaves the ground energy even in the field and has zero expectation value in every state of definite parity

To ask how the ground energy of a molecule responds when an applied electric field is reversed, one must first say what the ground energy is at each field strength $s$. Here it is the infimum of the real eigenvalues of a finite matrix $H+sV$, where $H$ is the field-free Hamiltonian and $V$ the coupling to the field. The typical case is a molecule with clamped nuclei and an inversion centre in a uniform field: with positions measured from that centre, inversion preserves $H$ and reverses $V$.

The matrices are complex and indexed by a finite type `n`, whose elements label an orthonormal basis.

```lean
import Mathlib

open Matrix

namespace ParityResponse

noncomputable section

variable {n : Type*} [Fintype n] [DecidableEq n]
```

## A symmetry that reverses the field

The symmetry is a matrix $R$ with

$$R^\dagger R=1,\qquad RHR^\dagger=H,\qquad RVR^\dagger=-V .$$

In Lean, `ᴴ` is the adjoint $\dagger$. Nothing requires $R^2=1$, so the "parity" of a state below is an eigenvalue $c$ of $R$, which may be any phase and not only $\pm1$. For a molecule, the second and third relations stand for the inversion centre, and they hold in a finite basis whose span inversion maps into itself.

```lean
/-- `R` is a unitary symmetry under which `H` is even and the perturbation `V` is odd. -/
structure IsParity (R H V : Matrix n n ℂ) : Prop where
  unitary : Rᴴ * R = 1
  even : R * H * Rᴴ = H
  odd : R * V * Rᴴ = -V
```

## The ground energy as an attained minimum

A real number $E$ is a level of $A$ if $Ax=Ex$ for some $x\neq0$. The set `levels A` records no multiplicities.

```lean
/-- The energy levels of `A`: its real eigenvalues. -/
def levels (A : Matrix n n ℂ) : Set ℝ :=
  {E | ∃ x : n → ℂ, x ≠ 0 ∧ A *ᵥ x = (E : ℂ) • x}
```

The ground energy is the infimum of this set.

```lean
/-- The ground energy of a Hermitian matrix `A` of nonzero size: the infimum of its levels. -/
def groundEnergy (A : Matrix n n ℂ) : ℝ := sInf (levels A)
```

A matrix has finitely many eigenvalues, and a Hermitian matrix of nonzero size has at least one real eigenvalue by the spectral theorem. A finite nonempty set of reals contains its infimum, so the ground energy is the lowest level. The proof establishes these two facts as `hfin` and `hne`, and `csInf_mem` combines them. This also excludes the default value that Lean gives to the infimum of an empty set.

```lean
/-- The ground energy of a Hermitian matrix of nonzero size is itself a level, and the
lowest one. -/
theorem groundEnergy_isLeast [Nonempty n] {A : Matrix n n ℂ} (hA : A.IsHermitian) :
    IsLeast (levels A) (groundEnergy A) := by
  -- a matrix has finitely many eigenvalues
  have hfin : (levels A).Finite := by
    have h := Module.End.finite_hasEigenvalue (Matrix.toLin' A)
    refine (h.preimage Complex.ofReal_injective.injOn).subset ?_
    rintro E ⟨x, hx, hAx⟩
    change Module.End.HasEigenvalue (Matrix.toLin' A) (E : ℂ)
    exact Module.End.hasEigenvalue_of_hasEigenvector
      ⟨Module.End.mem_eigenspace_iff.2 (by rw [Matrix.toLin'_apply]; exact hAx), hx⟩
  -- and a Hermitian one has at least one real eigenvalue
  have hne : (levels A).Nonempty := by
    obtain ⟨i⟩ := ‹Nonempty n›
    refine ⟨hA.eigenvalues i, (hA.eigenvectorBasis i).ofLp, ?_, ?_⟩
    · intro h
      apply hA.eigenvectorBasis.orthonormal.ne_zero i
      ext j
      exact congrFun h j
    · rw [hA.mulVec_eigenvectorBasis i]
      ext j
      simp
  exact ⟨hne.csInf_mem hfin, fun E hE => csInf_le hfin.bddBelow hE⟩
```

## Reversing the field preserves the spectrum

Inserting $R^\dagger R=1$ on the right gives

$$RH=RHR^\dagger R=HR,\qquad RV=RVR^\dagger R=-VR .$$

The two `calc` blocks are these two lines.

```lean
variable {R H V : Matrix n n ℂ}

/-- The symmetry commutes with the even `H` and anticommutes with the odd `V`. -/
theorem IsParity.comm (h : IsParity R H V) : R * H = H * R ∧ R * V = -(V * R) := by
  constructor
  · calc R * H = R * H * (Rᴴ * R) := by rw [h.unitary, mul_one]
      _ = R * H * Rᴴ * R := by rw [← mul_assoc]
      _ = H * R := by rw [h.even]
  · calc R * V = R * V * (Rᴴ * R) := by rw [h.unitary, mul_one]
      _ = R * V * Rᴴ * R := by rw [← mul_assoc]
      _ = -(V * R) := by rw [h.odd, neg_mul]
```

Unitarity also preserves inner products: $\langle Rx,Ry\rangle=\langle x,R^\dagger Ry\rangle=\langle x,y\rangle$. Lean writes $\langle x,y\rangle$ as `star x ⬝ᵥ y`, conjugate-linear in the first argument, and the action of a matrix on a vector as `*ᵥ`.

```lean
/-- The symmetry preserves inner products. -/
theorem IsParity.inner_map (h : IsParity R H V) (x y : n → ℂ) :
    star (R *ᵥ x) ⬝ᵥ (R *ᵥ y) = star x ⬝ᵥ y := by
  rw [Matrix.star_mulVec, ← Matrix.dotProduct_mulVec, Matrix.mulVec_mulVec, h.unitary,
    Matrix.one_mulVec]
```

For real $t$, the commutation relations give

$$(H-tV)R=R(H+tV).$$

If $(H+tV)x=Ex$, then $(H-tV)Rx=E\,Rx$. Moreover $Rx\neq0$, because $R^\dagger Rx=x\neq0$. Every level at $t$ is therefore a level at $-t$, which is the inclusion `key`. Taking $t=s$ and $t=-s$ gives equality of the two sets.

```lean
/-- Reversing the sign of the odd perturbation leaves every energy level in place. -/
theorem levels_neg (h : IsParity R H V) (s : ℝ) :
    levels (H + ((-s : ℝ) : ℂ) • V) = levels (H + (s : ℂ) • V) := by
  have key : ∀ t : ℝ, levels (H + (t : ℂ) • V) ⊆ levels (H + ((-t : ℝ) : ℂ) • V) := by
    rintro t E ⟨x, hx, hE⟩
    -- the symmetry carries eigenvectors at `t` to eigenvectors at `-t`
    have hc : (H + ((-t : ℝ) : ℂ) • V) * R = R * (H + (t : ℂ) • V) := by
      rw [Matrix.add_mul, Matrix.mul_add, Matrix.smul_mul, Matrix.mul_smul, h.comm.1,
        h.comm.2]
      push_cast
      module
    refine ⟨R *ᵥ x, fun h0 => hx ?_, ?_⟩
    · rw [← Matrix.one_mulVec x, ← h.unitary, ← Matrix.mulVec_mulVec, h0,
        Matrix.mulVec_zero]
    · rw [Matrix.mulVec_mulVec, hc, ← Matrix.mulVec_mulVec, hE, Matrix.mulVec_smul]
  refine Set.Subset.antisymm ?_ (key s)
  have h2 := key (-s)
  rwa [neg_neg] at h2
```

Write $E_0(s)$ for the ground energy of $H+sV$. If $H$ and $V$ are Hermitian matrices of nonzero size and $s$ is real, then $H+sV$ is Hermitian, so $E_0(s)$ is its lowest level. Equal sets have equal infima, hence $E_0(-s)=E_0(s)$. The theorem states both facts for every real $s$, with no restriction to weak fields.

```lean
/-- For Hermitian `H` and `V` of nonzero size, with `H` even and `V` odd under a unitary symmetry,
the lowest level of `H + sV` is an even function of the field strength `s`. -/
theorem groundEnergy_even [Nonempty n] (hH : H.IsHermitian) (hV : V.IsHermitian)
    (h : IsParity R H V) :
    (∀ s : ℝ, IsLeast (levels (H + (s : ℂ) • V)) (groundEnergy (H + (s : ℂ) • V))) ∧
      Function.Even (fun s : ℝ => groundEnergy (H + (s : ℂ) • V)) := by
  refine ⟨fun s => groundEnergy_isLeast ?_, fun s => ?_⟩
  · change (H + (s : ℂ) • V)ᴴ = _
    rw [Matrix.conjTranspose_add, Matrix.conjTranspose_smul, hH.eq, hV.eq]
    simp
  · change sInf _ = sInf _
    rw [levels_neg h s]
```

Suppose $E_0$ has derivative $d$ at $s=0$. Differentiating $E_0(-s)=E_0(s)$ there gives $-d=d$, so $d=0$. In Lean, `comp` is the chain rule and `unique` equates the two derivatives. That the derivative exists is a hypothesis, `hd`.

```lean
/-- Let `H` and `V` be Hermitian of nonzero size, with `H` even and `V` odd under a unitary
symmetry. If the ground energy of `H + sV` has a derivative at `s = 0`, that derivative is zero. -/
theorem no_linear_shift [Nonempty n] (hH : H.IsHermitian) (hV : V.IsHermitian)
    (h : IsParity R H V) {d : ℝ}
    (hd : HasDerivAt (fun s : ℝ => groundEnergy (H + (s : ℂ) • V)) d 0) : d = 0 := by
  have he := (groundEnergy_even hH hV h).2
  set f := fun s : ℝ => groundEnergy (H + (s : ℂ) • V) with hf
  have h1 : HasDerivAt f d (-(0 : ℝ)) := by rw [neg_zero]; exact hd
  have h2 := h1.comp (0 : ℝ) (hasDerivAt_neg (0 : ℝ))
  have h3 : f ∘ (fun s : ℝ => -s) = f := funext he
  have h4 : HasDerivAt f (d * -1) 0 := by
    rw [← h3]
    exact h2
  have h5 := hd.unique h4
  linarith
```

## States of definite parity

Let $Rx=cx$. Since $RVx=-VRx=-c\,Vx$,

$$\langle x,Vx\rangle=\langle Rx,RVx\rangle=-|c|^2\langle x,Vx\rangle ,$$

and therefore $(1+|c|^2)\langle x,Vx\rangle=0$. The prefactor is positive, so $\langle x,Vx\rangle=0$. In the proof, `k` is the displayed equation and `hz` the product form. The vector $x$ need not be normalised.

```lean
/-- Selection rule: an odd operator has zero expectation value in every state of definite
parity. -/
theorem expectation_eq_zero (h : IsParity R H V) {x : n → ℂ} {c : ℂ}
    (hx : R *ᵥ x = c • x) : star x ⬝ᵥ (V *ᵥ x) = 0 := by
  have k := h.inner_map x (V *ᵥ x)
  have hRV : R *ᵥ (V *ᵥ x) = -(c • (V *ᵥ x)) := by
    rw [Matrix.mulVec_mulVec, h.comm.2, Matrix.neg_mulVec, ← Matrix.mulVec_mulVec, hx,
      Matrix.mulVec_smul]
  rw [hRV, hx] at k
  simp only [star_smul, smul_dotProduct, dotProduct_neg, dotProduct_smul, smul_eq_mul] at k
  have hn : star c * c = (Complex.normSq c : ℂ) := Complex.normSq_eq_conj_mul_self.symm
  -- the expectation value is multiplied by a strictly positive number
  have hz : ((1 + Complex.normSq c : ℝ) : ℂ) * (star x ⬝ᵥ (V *ᵥ x)) = 0 := by
    push_cast
    linear_combination -k - (star x ⬝ᵥ (V *ᵥ x)) * hn
  have hpos : (1 + Complex.normSq c : ℝ) ≠ 0 := by
    have := Complex.normSq_nonneg c
    positivity
  exact (mul_eq_zero.1 hz).resolve_left (Complex.ofReal_ne_zero.2 hpos)
```

## The first-order response has the opposite parity

Let the unit vector $\psi$ span the $E$-eigenspace of $H$, and let $R\psi=c\psi$. The response $u$ satisfies

$$(H-E)u=-V\psi,\qquad \langle\psi,u\rangle=0 .$$

The usual first-order equation has $-(V-\langle\psi,V\psi\rangle)\psi$ on the right. It reduces to this one because $\langle\psi,V\psi\rangle=0$ by the selection rule just proved.

Since $R$ preserves norms, $|c|^2=1$, and in particular $c\neq0$. From $Hu=Eu-V\psi$ and $RV\psi=-c\,V\psi$,

$$H(Ru)=R(Hu)=E\,Ru+c\,V\psi,\qquad H(cu)=E\,cu-c\,V\psi .$$

The terms in $V\psi$ cancel in the sum, so $Ru+cu$ lies in the $E$-eigenspace and equals $a\psi$ for some number $a$. It is also orthogonal to $\psi$, because

$$\bar c\,\langle\psi,Ru\rangle=\langle R\psi,Ru\rangle=\langle\psi,u\rangle=0 .$$

Hence $a=0$ and $Ru=-cu$. The cancellation is `e3`, the orthogonality is `h0`, and the coefficient $a$ is called `d` in the code. Nondegeneracy enters as `simple`: every solution of $Hx=Ex$ is a multiple of $\psi$.

```lean
/-- If the unit vector `ψ` spans the `E`-eigenspace of the even `H` and has parity `c`, its
first-order response `u` to the odd `V`, taken orthogonal to `ψ`, satisfies `Ru = -cu`. -/
theorem response_parity (h : IsParity R H V) {E c : ℂ} {ψ u : n → ℂ}
    (hψ : star ψ ⬝ᵥ ψ = 1) (simple : ∀ x, H *ᵥ x = E • x → ∃ a : ℂ, x = a • ψ)
    (hc : R *ᵥ ψ = c • ψ) (hu : star ψ ⬝ᵥ u = 0)
    (hresp : H *ᵥ u - E • u = -(V *ᵥ ψ)) : R *ᵥ u = (-c) • u := by
  have hc0 : c ≠ 0 := by
    rintro rfl
    have h1 := h.inner_map ψ ψ
    rw [hc, hψ] at h1
    simp at h1
  have e1 : H *ᵥ u = E • u - V *ᵥ ψ := by
    rw [sub_eq_iff_eq_add.1 hresp]
    abel
  have e2 : R *ᵥ (V *ᵥ ψ) = -(c • (V *ᵥ ψ)) := by
    rw [Matrix.mulVec_mulVec, h.comm.2, Matrix.neg_mulVec, ← Matrix.mulVec_mulVec, hc,
      Matrix.mulVec_smul]
  -- `Ru + cu` solves the homogeneous equation
  have e3 : H *ᵥ (R *ᵥ u + c • u) = E • (R *ᵥ u + c • u) := by
    rw [Matrix.mulVec_add, Matrix.mulVec_smul, Matrix.mulVec_mulVec, ← h.comm.1,
      ← Matrix.mulVec_mulVec, e1, Matrix.mulVec_sub, Matrix.mulVec_smul, e2]
    module
  obtain ⟨d, hd⟩ := simple _ e3
  -- and it is orthogonal to `ψ`, so it vanishes
  have h0 : star ψ ⬝ᵥ (R *ᵥ u) = 0 := by
    have h1 := h.inner_map ψ u
    rw [hc, hu, star_smul, smul_dotProduct, smul_eq_mul] at h1
    exact (mul_eq_zero.1 h1).resolve_left (star_ne_zero.2 hc0)
  have hd0 : d = 0 := by
    have h1 := congrArg (fun w => star ψ ⬝ᵥ w) hd
    simp only [dotProduct_add, dotProduct_smul, h0, hu, hψ, smul_eq_mul] at h1
    linear_combination -h1
  rw [hd0, zero_smul] at hd
  rw [neg_smul]
  exact eq_neg_of_add_eq_zero_left hd
```

## Both expectation values vanish

The definite parity of $\psi$ follows from nondegeneracy. Since $HR\psi=RH\psi=E\,R\psi$, the vector $R\psi$ lies in the eigenspace spanned by $\psi$, so $R\psi=c\psi$ for some $c$. The selection rule applies to $\psi$ with parity $c$ and to $u$ with parity $-c$:

$$\langle\psi,V\psi\rangle=0,\qquad \langle u,Vu\rangle=0 .$$

The proof of $\langle\psi,V\psi\rangle=0$ uses the symmetry and nondegeneracy but not the response equation. For Hermitian $H$ that equation would imply the same result by itself, on taking the inner product with $\psi$; the second conclusion is the one that concerns the response. The theorem holds for any nondegenerate level, not only the lowest. It does not assume that $H$ and $V$ are Hermitian, and `E` is a complex number, which is real in the physical case.

```lean
/-- Let the unit vector `ψ` span the `E`-eigenspace of the even `H`, and let `u`, orthogonal to
`ψ`, be its first-order response to the odd `V`. Then `V` has zero expectation value in both
`ψ` and `u`. -/
theorem odd_orders_vanish (h : IsParity R H V) {E : ℂ} {ψ u : n → ℂ}
    (hψ : star ψ ⬝ᵥ ψ = 1) (heig : H *ᵥ ψ = E • ψ)
    (simple : ∀ x, H *ᵥ x = E • x → ∃ a : ℂ, x = a • ψ)
    (hu : star ψ ⬝ᵥ u = 0) (hresp : H *ᵥ u - E • u = -(V *ᵥ ψ)) :
    star ψ ⬝ᵥ (V *ᵥ ψ) = 0 ∧ star u ⬝ᵥ (V *ᵥ u) = 0 := by
  -- a simple eigenvector has definite parity
  obtain ⟨c, hc⟩ := simple (R *ᵥ ψ) (by
    rw [Matrix.mulVec_mulVec, ← h.comm.1, ← Matrix.mulVec_mulVec, heig, Matrix.mulVec_smul])
  exact ⟨expectation_eq_zero h hc,
    expectation_eq_zero h (response_parity h hψ simple hc hu hresp)⟩
```

For Hermitian $H$ and $V$, perturbation theory identifies these two numbers with the first- and third-order energy coefficients; the theorem itself speaks only of the matrix elements. In a finite basis whose span is closed under inversion, a centrosymmetric molecule in a nondegenerate state thus has no permanent dipole moment and no quadratic response of the dipole along the field. Passing from the finite matrix to the Hamiltonian on the full Hilbert space is a further step, and a delicate one for a uniform field, whose potential is unbounded below.

## A two-level system in numbers

Take $H=R=\sigma_z$ and $V=\sigma_x$.

```lean
/-- The Pauli matrix `σx`. -/
def σx : Matrix (Fin 2) (Fin 2) ℂ := !![0, 1; 1, 0]

/-- The Pauli matrix `σz`. -/
def σz : Matrix (Fin 2) (Fin 2) ℂ := !![1, 0; 0, -1]
```

The ground state is $\psi=(0,1)$ with $E=-1$. With components numbered from 0 as in Lean, $(\sigma_z+1)u=(2u_0,0)$ must equal $-\sigma_x\psi=(-1,0)$, and orthogonality gives $u_1=0$. So $u=(-\tfrac12,0)$, which is a response vector and not a normalised state. Then $Vu=(0,-\tfrac12)$, and

$$\langle u,Vu\rangle=0,\qquad \langle\psi,Vu\rangle=-\tfrac12 .$$

The second-order term survives. The full answer is $E_0(s)=-\sqrt{1+s^2}=-1-\tfrac12s^2+\dots$, which gives $-\tfrac54$ at both $s=\tfrac34$ and $s=-\tfrac34$.

The theorem below confirms that this system meets all the hypotheses and that $\langle\psi,Vu\rangle=-\tfrac12$. Most parts are checked entry by entry. For nondegeneracy, the first component of $\sigma_zx=-x$ reads $x_0=-x_0$, so $x=x_1\psi$.

```lean
/-- The two-level system `H = σz`, `V = σx`, `R = σz` with `ψ = (0, 1)`, `E = -1` and
`u = (-1/2, 0)` is Hermitian and meets all the hypotheses of `odd_orders_vanish`, and
`⟨ψ, Vu⟩ = -1/2`. -/
theorem odd_orders_vanish_witness :
    σz.IsHermitian ∧ σx.IsHermitian ∧ IsParity σz σz σx ∧
      star ![(0 : ℂ), 1] ⬝ᵥ ![0, 1] = 1 ∧ σz *ᵥ ![0, 1] = (-1 : ℂ) • ![0, 1] ∧
      (∀ x, σz *ᵥ x = (-1 : ℂ) • x → ∃ a : ℂ, x = a • ![0, 1]) ∧
      star ![(0 : ℂ), 1] ⬝ᵥ ![-1 / 2, 0] = 0 ∧
      σz *ᵥ ![-1 / 2, 0] - (-1 : ℂ) • ![-1 / 2, 0] = -(σx *ᵥ ![0, 1]) ∧
      star ![(0 : ℂ), 1] ⬝ᵥ (σx *ᵥ ![-1 / 2, 0]) = -1 / 2 := by
  refine ⟨?_, ?_, ⟨?_, ?_, ?_⟩, ?_, ?_, ?_, ?_, ?_, ?_⟩
  case refine_8 =>
    intro x hx
    have h0 : x 0 = 0 := by
      simpa [σz, Matrix.mulVec, dotProduct, Fin.sum_univ_two, self_eq_neg] using congrFun hx 0
    refine ⟨x 1, ?_⟩
    ext i
    fin_cases i <;> simp [h0]
  all_goals first
    | (ext i j
       fin_cases i <;> fin_cases j <;>
        simp [σx, σz, Matrix.mul_apply, Fin.sum_univ_two])
    | (ext i
       fin_cases i <;> simp [σx, σz, Matrix.mulVec, dotProduct, Fin.sum_univ_two])
    | simp [σx, Matrix.mulVec, dotProduct, Fin.sum_univ_two]
```

## A degenerate level can have a first-order shift

Let $H=0$, $V=\sigma_z$ and $R=\sigma_x$. The relations for $R$ hold, and every vector is an eigenvector of $H$ with $E=0$. For $\psi=(1,0)$, however, $\langle\psi,V\psi\rangle=1$. Being an eigenvector of an even $H$ is therefore not enough for the first expectation value to vanish. What is missing is definite parity, since $R\psi=(0,1)$ is not a multiple of $\psi$. The example concerns the first-order rule alone: the response equation would read $0=-V\psi$ and has no solution.

The ground energy is $E_0(s)=-|s|$. It is still even, but it has no derivative at $s=0$, so the theorem on the linear shift does not apply to it.

```lean
/-- For the degenerate `H = 0` with `V = σz` odd under `R = σx`, the unit eigenvector `(1, 0)` has
`⟨ψ, Vψ⟩ = 1`. -/
theorem degenerate_first_order :
    IsParity σx 0 σz ∧ star ![(1 : ℂ), 0] ⬝ᵥ ![1, 0] = 1 ∧
      star ![(1 : ℂ), 0] ⬝ᵥ (σz *ᵥ ![1, 0]) = 1 := by
  refine ⟨⟨?_, by simp, ?_⟩, ?_, ?_⟩
  · ext i j
    fin_cases i <;> fin_cases j <;> simp [σx, Matrix.mul_apply, Fin.sum_univ_two]
  · ext i j
    fin_cases i <;> fin_cases j <;> simp [σx, σz, Matrix.mul_apply, Fin.sum_univ_two]
  · simp [dotProduct, Fin.sum_univ_two]
  · simp [σz, Matrix.mulVec, dotProduct, Fin.sum_univ_two]

end

end ParityResponse
```

```lean
#print axioms ParityResponse.no_linear_shift
-- 'ParityResponse.no_linear_shift' depends on axioms: [propext, Classical.choice, Quot.sound]
#print axioms ParityResponse.expectation_eq_zero
-- 'ParityResponse.expectation_eq_zero' depends on axioms: [propext, Classical.choice, Quot.sound]
#print axioms ParityResponse.odd_orders_vanish
-- 'ParityResponse.odd_orders_vanish' depends on axioms: [propext, Classical.choice, Quot.sound]
#print axioms ParityResponse.degenerate_first_order
-- 'ParityResponse.degenerate_first_order' depends on axioms: [propext, Classical.choice, Quot.sound]
```
